# Eigenvectors of the open n-site hopping chain are restrictions of odd orbitals on a ring of 2n+2 sites

Q: Take the π electrons of a linear polyene in the Hückel model: they hop between neighbouring carbons on an open chain of \(n\) sites, with the same coupling on every bond. The ends spoil translation symmetry, which a ring would have. I am told that the chain orbitals are nevertheless ring orbitals, namely the odd ones on a ring of \(2n+2\) sites. Why not \(2n\)?

A: The two extra sites carry the nodes. Number the ring sites by integers modulo \(2n+2\), and let \(f(j)\) be the complex amplitude at site \(j\). Odd means \(f(-j)=-f(j)\). The reflection \(j\mapsto -j\) fixes site \(0\), and it fixes site \(n+1\) because \((n+1)+(n+1)=2n+2\equiv 0\). At a fixed site \(f(j)=-f(j)\), so
\[
f(0)=f(n+1)=0 .
\]
The remaining sites are \(1,\dots,n\), which form the chain, and their mirror images.

Q: And why do nodes amount to open ends?

A: Label the chain entries \(i=0,\dots,n-1\), with entry \(i\) on ring site \(i+1\), so that \(c_i=f(i+1)\). The chain's hopping matrix \(H\) adds the amplitudes of the neighbours that exist. A missing neighbour would sit on site \(0\) or \(n+1\), where \(f\) vanishes, so including it changes nothing:
\[
(Hc)_i=f(i)+f(i+2).
\]
Now suppose that the ring equation \(f(j-1)+f(j+1)=E f(j)\) holds everywhere. At the chain sites it reads \(Hc=Ec\). If \(f\neq0\), then \(c\neq0\), since an odd function that vanishes on the chain vanishes on the mirror images and at the fixed sites too.

Q: The converse worries me more. The chain knows nothing about the other \(n+2\) sites.

A: Oddness supplies those equations. Let \(s\) be a chain site, where the equation holds. At its mirror image,
\[
f(-s-1)+f(-s+1)=-f(s+1)-f(s-1)=-E f(s)=E f(-s).
\]
At a fixed site \(j=-j\) we have \(f(j-1)=f(-j-1)=-f(j+1)\), so the left side is zero, and so is \(E f(j)\).

Q: Show me numbers.

A: Take \(n=2\), an ethylene-like chain inside a six-membered ring. The normalised chain vector \((1,1)/\sqrt2\) has \(E=1\). Its odd extension over sites \(0,\dots,5\), normalised on the ring, is \((0,1,1,0,-1,-1)/2\). At site \(1\) the neighbours sum to \((0+1)/2=1/2\), at site \(4\) to \((0-1)/2=-1/2\), and at sites \(0\) and \(3\) they cancel. Each sum equals \(f(j)\), and sites \(2\) and \(5\) work likewise. The other chain vector, \((1,-1)/\sqrt2\), has \(E=-1\) and extends to \((0,1,-1,0,1,-1)/2\).

Q: Then let me see whether the formal version describes this same system. What is the ring?

A: It is the type `ZMod (2 * n + 2)`, whose arithmetic wraps around by itself. Oddness is a condition on a function on that type.

```lean
import Mathlib

open Matrix

namespace OddRingOrbitals

noncomputable section

variable {n : ℕ}

/-- The function `f` on the ring of `2n+2` sites changes sign under the reflection `j → -j`. -/
def IsOddOrbital (f : ZMod (2 * n + 2) → ℂ) : Prop := ∀ j, f (-j) = -f j
```

Q: Where is the Hamiltonian?

A: On the ring it appears as an equation at every site. \(E\) is a dimensionless energy: with on-site energy \(\alpha\) and coupling \(\beta\), the Hückel level is \(\alpha+\beta E\). The unit coupling therefore stands for one resonance integral shared by all bonds.

```lean
/-- The nearest-neighbour equation with energy `E` holds at every site of the ring. -/
def SolvesRing (f : ZMod (2 * n + 2) → ℂ) (E : ℂ) : Prop :=
  ∀ j, f (j - 1) + f (j + 1) = E * f j
```

For the chain there is an explicit matrix, with a 1 where two indices differ by one and 0 elsewhere. No entry links the ends around the back.

```lean
/-- The hopping matrix of the open chain of `n` sites, with unit nearest-neighbour coupling. -/
def chain (n : ℕ) : Matrix (Fin n) (Fin n) ℂ :=
  Matrix.of fun i j =>
    (if (j : ℕ) + 1 = (i : ℕ) then 1 else 0) + (if (i : ℕ) + 1 = (j : ℕ) then 1 else 0)
```

Q: Lean's chain indices start at zero. Does that shift the nodes?

A: No. `site` sends index `i` to ring site \(i+1\), as in the derivation, and `toChain` reads off the amplitudes there.

```lean
/-- The ring site, one of `1, ..., n`, on which a chain site lies. -/
def site (i : Fin n) : ZMod (2 * n + 2) := (((i : ℕ) + 1 : ℕ) : ZMod (2 * n + 2))

/-- The restriction of a ring function to the sites `1, ..., n`. -/
def toChain (f : ZMod (2 * n + 2) → ℂ) : Fin n → ℂ := fun i => f (site i)
```

For the way back, `place` puts a chain vector on sites \(1,\dots,n\) with zeros elsewhere, and `unfoldOrbital` subtracts the mirror image.

```lean
/-- A chain vector placed on the ring sites `1, ..., n`, with zero on all other sites. -/
def place (c : Fin n → ℂ) (j : ZMod (2 * n + 2)) : ℂ :=
  if h : 1 ≤ j.val ∧ j.val ≤ n then c ⟨j.val - 1, by omega⟩ else 0

/-- A chain vector placed on the ring, minus its mirror image. -/
def unfoldOrbital (c : Fin n → ℂ) (j : ZMod (2 * n + 2)) : ℂ := place c j - place c (-j)
```

Q: So what exactly does the main theorem, `ring_iff_chain`, say?

A: Given an odd `f` that is not the zero function, and any complex `E`, `SolvesRing f E` holds if and only if `toChain f` is an eigenvector of the chain matrix with eigenvalue `E`. Mathlib's `HasEigenvector` includes being nonzero. That is why `f ≠ 0` is assumed: the zero function solves the ring equation for every `E`. At \(n=0\) both ring sites are fixed, no nonzero odd function exists, and the statement holds vacuously.

Q: What physics does it leave out?

A: Electron interaction, overlap between site orbitals, unequal bonds and varying site energies. Ring orbitals that are not odd, such as the uniform one, are not addressed either. Within this non-interacting model with equal couplings, the theorem turns an open-boundary problem of electronic structure into a symmetry sector of a periodic one.

Q: Take me through the proof. Where do the open ends enter?

A: In `chain_mulVec`. It takes an amplitude `g` on the natural numbers with `g 0 = 0` and `g (n + 1) = 0`, and splits the matrix product into a left-neighbour sum and a right-neighbour sum. Each sum has a single surviving term, or none at an end, where the assumed node gives the same value.

```lean
/-- If an amplitude vanishes just beyond both ends of the chain, the chain matrix adds
the amplitudes of the two neighbours at every site. -/
theorem chain_mulVec (g : ℕ → ℂ) (h0 : g 0 = 0) (h1 : g (n + 1) = 0) (i : Fin n) :
    (chain n *ᵥ fun j : Fin n => g ((j : ℕ) + 1)) i = g (i : ℕ) + g ((i : ℕ) + 2) := by
  have hi := i.isLt
  -- the left neighbour
  have hl : ∑ j : Fin n, (if (j : ℕ) + 1 = (i : ℕ) then g ((j : ℕ) + 1) else 0)
      = g (i : ℕ) := by
    by_cases hz : (i : ℕ) = 0
    · rw [hz, h0]
      exact Finset.sum_eq_zero fun j _ => if_neg (by omega)
    · have e : (i : ℕ) - 1 + 1 = (i : ℕ) := by omega
      rw [Finset.sum_eq_single (⟨(i : ℕ) - 1, by omega⟩ : Fin n)]
      · exact (if_pos e).trans (congrArg g e)
      · intro j _ hj
        exact if_neg fun h => hj (Fin.ext (show (j : ℕ) = (i : ℕ) - 1 by omega))
      · intro h
        exact absurd (Finset.mem_univ _) h
  -- the right neighbour
  have hr : ∑ j : Fin n, (if (i : ℕ) + 1 = (j : ℕ) then g ((j : ℕ) + 1) else 0)
      = g ((i : ℕ) + 2) := by
    by_cases hz : (i : ℕ) + 1 = n
    · have e : (i : ℕ) + 2 = n + 1 := by omega
      rw [e, h1]
      exact Finset.sum_eq_zero fun j _ => if_neg (by have := j.isLt; omega)
    · rw [Finset.sum_eq_single (⟨(i : ℕ) + 1, by omega⟩ : Fin n)]
      · exact if_pos rfl
      · intro j _ hj
        exact if_neg fun h => hj (Fin.ext (show (j : ℕ) = (i : ℕ) + 1 by omega))
      · intro h
        exact absurd (Finset.mem_univ _) h
  simp only [Matrix.mulVec, dotProduct, chain, Matrix.of_apply, add_mul, ite_mul, one_mul,
    zero_mul, Finset.sum_add_distrib]
  rw [hl, hr]
```

Q: And the geometry of the reflection?

A: `neg_mid` is the computation \((n+1)+(n+1)\equiv0\). `site_cases` sorts the ring sites by their representative between \(0\) and \(2n+1\) into fixed sites, chain sites and mirror images.

```lean
/-- The ring site `n+1` is its own mirror image. -/
theorem neg_mid (n : ℕ) :
    -((n + 1 : ℕ) : ZMod (2 * n + 2)) = ((n + 1 : ℕ) : ZMod (2 * n + 2)) := by
  rw [neg_eq_iff_add_eq_zero, ← Nat.cast_add, show n + 1 + (n + 1) = 2 * n + 2 by ring]
  exact ZMod.natCast_self _

/-- Every ring site is its own mirror image, a chain site, or the mirror image of a
chain site. -/
theorem site_cases (j : ZMod (2 * n + 2)) :
    -j = j ∨ ∃ i : Fin n, j = site i ∨ j = -site i := by
  have : NeZero (2 * n + 2) := ⟨by omega⟩
  have hv : ((j.val : ℕ) : ZMod (2 * n + 2)) = j := ZMod.natCast_zmod_val j
  have hlt : j.val < 2 * n + 2 := ZMod.val_lt j
  generalize j.val = m at hv hlt
  subst hv
  rcases (by omega : m = 0 ∨ m = n + 1 ∨ (1 ≤ m ∧ m ≤ n) ∨ n + 2 ≤ m) with h | h | h | h
  · left
    simp [h]
  · left
    rw [h]
    exact neg_mid n
  · refine Or.inr ⟨⟨m - 1, by omega⟩, Or.inl ?_⟩
    show (m : ZMod (2 * n + 2)) = ((m - 1 + 1 : ℕ) : ZMod (2 * n + 2))
    rw [show m - 1 + 1 = m by omega]
  · refine Or.inr ⟨⟨2 * n + 1 - m, by omega⟩, Or.inr ?_⟩
    show (m : ZMod (2 * n + 2)) = -((2 * n + 1 - m + 1 : ℕ) : ZMod (2 * n + 2))
    rw [eq_neg_iff_add_eq_zero, ← Nat.cast_add,
      show m + (2 * n + 1 - m + 1) = 2 * n + 2 by omega]
    exact ZMod.natCast_self _
```

`odd_node` derives \(f(j)=0\) from \(f(j)=-f(j)\). `odd_ext` then goes through the three kinds of site to show that an odd function is determined by its chain values.

```lean
/-- An odd orbital has a node at every site that is its own mirror image. -/
theorem odd_node {f : ZMod (2 * n + 2) → ℂ} (hf : IsOddOrbital f) {j : ZMod (2 * n + 2)}
    (hj : -j = j) : f j = 0 := by
  have h := hf j
  rw [hj] at h
  linear_combination h / 2

/-- Two odd ring functions that agree on the chain sites are equal. -/
theorem odd_ext {f g : ZMod (2 * n + 2) → ℂ} (hf : IsOddOrbital f) (hg : IsOddOrbital g)
    (h : toChain f = toChain g) : f = g := by
  funext j
  rcases site_cases j with hj | ⟨i, hj | hj⟩
  · rw [odd_node hf hj, odd_node hg hj]
  · rw [hj]
    exact congrFun h i
  · rw [hj, hf, hg]
    exact congrArg Neg.neg (congrFun h i)
```

Q: Is the matrix action on a restricted orbital now really ring hopping?

A: That is `chain_toChain`. It obtains the two nodes from oddness and passes them to `chain_mulVec`.

```lean
/-- On the restriction of an odd ring function, the chain matrix acts as hopping on the ring. -/
theorem chain_toChain {f : ZMod (2 * n + 2) → ℂ} (hf : IsOddOrbital f) (i : Fin n) :
    (chain n *ᵥ toChain f) i = f (site i - 1) + f (site i + 1) := by
  have h0 : f ((0 : ℕ) : ZMod (2 * n + 2)) = 0 := odd_node hf (by simp)
  have h1 : f ((n + 1 : ℕ) : ZMod (2 * n + 2)) = 0 := odd_node hf (neg_mid n)
  have e1 : site i - 1 = ((i : ℕ) : ZMod (2 * n + 2)) := by
    unfold site
    push_cast
    ring
  have e2 : site i + 1 = (((i : ℕ) + 2 : ℕ) : ZMod (2 * n + 2)) := by
    unfold site
    push_cast
    ring
  rw [e1, e2]
  exact chain_mulVec (fun m : ℕ => f (m : ZMod (2 * n + 2))) h0 h1 i
```

In the main proof, the forward direction rewrites with this lemma and uses `odd_ext` to show that the restriction is nonzero. In the converse, `hm` and `hp` say that reflection exchanges the two neighbours with a change of sign, and `site_cases` leads to the three checks made above.

```lean
/-- A nonzero odd function on the ring of `2n+2` sites solves the ring equation with energy `E`
exactly when its restriction to sites `1, ..., n` is an eigenvector of the open chain with
eigenvalue `E`. -/
theorem ring_iff_chain {f : ZMod (2 * n + 2) → ℂ} (hf : IsOddOrbital f) (hne : f ≠ 0) (E : ℂ) :
    SolvesRing f E ↔ Module.End.HasEigenvector (Matrix.toLin' (chain n)) E (toChain f) := by
  constructor
  · intro h
    refine ⟨Module.End.mem_eigenspace_iff.mpr ?_, ?_⟩
    · rw [Matrix.toLin'_apply]
      funext i
      rw [chain_toChain hf, h]
      rfl
    · intro h0
      exact hne (odd_ext hf (fun _ => by simp) (h0.trans rfl))
  · intro h j
    have hc : ∀ i : Fin n, f (site i - 1) + f (site i + 1) = E * f (site i) := fun i => by
      rw [← chain_toChain hf i, ← Matrix.toLin'_apply, h.apply_eq_smul]
      rfl
    -- reflection exchanges the two neighbours
    have hm : ∀ k, f (-k - 1) = -f (k + 1) := fun k => by
      rw [← hf]
      congr 1
      ring
    have hp : ∀ k, f (-k + 1) = -f (k - 1) := fun k => by
      rw [← hf]
      congr 1
      ring
    rcases site_cases j with hj | ⟨i, hj | hj⟩
    · have h2 := hm j
      rw [hj] at h2
      rw [h2, odd_node hf hj]
      ring
    · rw [hj]
      exact hc i
    · rw [hj, hm, hp, hf]
      linear_combination -(hc i)
```

Q: Could some chain orbital fail to come from the ring?

A: No. The unfolded vector is odd because reflection swaps its two terms. On a chain site the mirror term is zero, since the mirror image lies beyond site \(n+1\), so the restriction returns the original vector. Uniqueness is `odd_ext` again.

```lean
/-- Every chain vector is the restriction of exactly one odd ring function. -/
theorem existsUnique_odd (c : Fin n → ℂ) :
    ∃! f : ZMod (2 * n + 2) → ℂ, IsOddOrbital f ∧ toChain f = c := by
  have ho : IsOddOrbital (unfoldOrbital c) := fun j => by
    simp only [unfoldOrbital, neg_neg, neg_sub]
  have hr : toChain (unfoldOrbital c) = c := by
    funext i
    have hi := i.isLt
    have v1 : (site i).val = (i : ℕ) + 1 := ZMod.val_natCast_of_lt (by omega)
    have e : -site i = ((2 * n + 1 - (i : ℕ) : ℕ) : ZMod (2 * n + 2)) := by
      rw [neg_eq_iff_add_eq_zero, site, ← Nat.cast_add,
        show (i : ℕ) + 1 + (2 * n + 1 - (i : ℕ)) = 2 * n + 2 by omega]
      exact ZMod.natCast_self _
    have v2 : (-site i).val = 2 * n + 1 - (i : ℕ) := by
      rw [e]
      exact ZMod.val_natCast_of_lt (by omega)
    have p1 : 1 ≤ (site i).val ∧ (site i).val ≤ n := by omega
    have p2 : ¬(1 ≤ (-site i).val ∧ (-site i).val ≤ n) := by omega
    have a : place c (site i) = c i := by
      unfold place
      rw [dif_pos p1]
      exact congrArg c (Fin.ext (show (site i).val - 1 = (i : ℕ) by omega))
    have b : place c (-site i) = 0 := by
      unfold place
      rw [dif_neg p2]
    show place c (site i) - place c (-site i) = c i
    rw [a, b, sub_zero]
  exact ⟨unfoldOrbital c, ⟨ho, hr⟩, fun g hg => odd_ext hg.1 ho (hg.2.trans hr.symm)⟩
```

Unfolding an eigenvector and applying the main theorem then gives the statement about energies: `E` is a chain eigenvalue exactly when some nonzero odd ring function solves the ring equation with that `E`.

```lean
/-- A number `E` is an eigenvalue of the open chain exactly when the ring equation with energy
`E` has a nonzero odd solution. -/
theorem chain_eigenvalue_iff (E : ℂ) :
    Module.End.HasEigenvalue (Matrix.toLin' (chain n)) E ↔
      ∃ f : ZMod (2 * n + 2) → ℂ, f ≠ 0 ∧ IsOddOrbital f ∧ SolvesRing f E := by
  constructor
  · intro h
    obtain ⟨v, hv⟩ := h.exists_hasEigenvector
    obtain ⟨f, ⟨ho, hr⟩, -⟩ := existsUnique_odd v
    have hne : f ≠ 0 := by
      intro h0
      apply hv.2
      rw [← hr, h0]
      rfl
    exact ⟨f, hne, ho, (ring_iff_chain ho hne E).mpr (by rw [hr]; exact hv)⟩
  · rintro ⟨f, hne, ho, h⟩
    exact Module.End.hasEigenvalue_of_hasEigenvector ((ring_iff_chain ho hne E).mp h)
```

Q: Does this reproduce the familiar polyene levels?

A: Yes. For \(1\le k\le n\) put \(\theta=k\pi/(n+1)\). The wave \(\sin(m\theta)\) vanishes at \(m=0\) and at \(m=n+1\), where it equals \(\sin k\pi\). So `chain_mulVec` applies directly, and
\[
\sin(i\theta)+\sin((i+2)\theta)=2\cos\theta\,\sin((i+1)\theta)
\]
gives the eigenvalue \(2\cos\theta\). The vector is nonzero because \(0<\theta<\pi\) makes its first entry, \(\sin\theta\), positive. Lean's vector is unnormalised; the factor \(\sqrt{2/(n+1)}\) normalises it. For \(n=2\) the eigenvalues are \(1\) and \(-1\), as found above.

```lean
/-- For `1 ≤ k ≤ n` the standing wave `sin (j k π / (n+1))` on sites `j = 1, ..., n` is an
eigenvector of the open chain with eigenvalue `2 cos (k π / (n+1))`. -/
theorem standing_wave (k : ℕ) (hk : 1 ≤ k) (hkn : k ≤ n) :
    Module.End.HasEigenvector (Matrix.toLin' (chain n))
      ((2 * Real.cos (k * Real.pi / (n + 1)) : ℝ) : ℂ)
      (fun i : Fin n =>
        ((Real.sin ((((i : ℕ) + 1 : ℕ) : ℝ) * (k * Real.pi / (n + 1))) : ℝ) : ℂ)) := by
  have hn : (0 : ℝ) < (n : ℝ) + 1 := by positivity
  have hk0 : (0 : ℝ) < (k : ℝ) := by exact_mod_cast hk
  have hk1 : (k : ℝ) < (n : ℝ) + 1 := by exact_mod_cast Nat.lt_succ_of_le hkn
  have hpos : 0 < (k : ℝ) * Real.pi / (n + 1) := div_pos (mul_pos hk0 Real.pi_pos) hn
  have hlt : (k : ℝ) * Real.pi / (n + 1) < Real.pi := by
    rw [div_lt_iff₀ hn]
    nlinarith [mul_lt_mul_of_pos_right hk1 Real.pi_pos]
  have hend : ((n + 1 : ℕ) : ℝ) * ((k : ℝ) * Real.pi / (n + 1)) = k * Real.pi := by
    push_cast
    exact mul_div_cancel₀ _ hn.ne'
  generalize (k : ℝ) * Real.pi / (n + 1) = θ at hpos hlt hend ⊢
  refine ⟨Module.End.mem_eigenspace_iff.mpr ?_, ?_⟩
  · rw [Matrix.toLin'_apply]
    funext i
    -- the wave has nodes at sites 0 and n+1
    refine (chain_mulVec (fun m : ℕ => ((Real.sin ((m : ℝ) * θ) : ℝ) : ℂ)) (by simp)
      (by simp only [hend, Real.sin_nat_mul_pi, Complex.ofReal_zero]) i).trans ?_
    have key : Real.sin (((i : ℕ) : ℝ) * θ) + Real.sin ((((i : ℕ) + 2 : ℕ) : ℝ) * θ)
        = 2 * Real.cos θ * Real.sin ((((i : ℕ) + 1 : ℕ) : ℝ) * θ) := by
      rw [show ((i : ℕ) : ℝ) * θ = (((i : ℕ) + 1 : ℕ) : ℝ) * θ - θ by push_cast; ring,
        show (((i : ℕ) + 2 : ℕ) : ℝ) * θ = (((i : ℕ) + 1 : ℕ) : ℝ) * θ + θ by push_cast; ring,
        Real.sin_sub, Real.sin_add]
      ring
    have keyC := congrArg (fun x : ℝ => (x : ℂ)) key
    simp only [Complex.ofReal_add, Complex.ofReal_mul] at keyC
    simp only [Pi.smul_apply, smul_eq_mul, Complex.ofReal_mul]
    exact keyC
  · intro h0
    have h1 := congrFun h0 (⟨0, by omega⟩ : Fin n)
    have h2 : Real.sin (((0 + 1 : ℕ) : ℝ) * θ) = 0 := Complex.ofReal_eq_zero.mp h1
    rw [show ((0 + 1 : ℕ) : ℝ) * θ = θ by norm_num] at h2
    exact (Real.sin_pos_of_pos_of_lt_pi hpos hlt).ne' h2

end

end OddRingOrbitals
```

```lean
#print axioms OddRingOrbitals.ring_iff_chain
-- 'OddRingOrbitals.ring_iff_chain' depends on axioms: [propext, Classical.choice, Quot.sound]
#print axioms OddRingOrbitals.chain_eigenvalue_iff
-- 'OddRingOrbitals.chain_eigenvalue_iff' depends on axioms: [propext, Classical.choice, Quot.sound]
#print axioms OddRingOrbitals.standing_wave
-- 'OddRingOrbitals.standing_wave' depends on axioms: [propext, Classical.choice, Quot.sound]
```

Q: Are those all the levels?

A: The theorem gives each eigenpair without claiming completeness, but a count settles it: cosine is strictly decreasing between \(0\) and \(\pi\), so the \(n\) values differ, and an \(n\times n\) matrix has at most \(n\) eigenvalues.

Q: Would the argument survive if the atoms were not all alike?

A: By hand, yes, if the ring is chosen mirror-symmetric: its site energies satisfy \(\varepsilon(-j)=\varepsilon(j)\), and each bond has the same real coupling as its mirror image. (In the Hückel model, unlike atoms generally change both the site energies and the couplings.) The extra term \(\varepsilon(j)f(j)\) is odd and vanishes at the fixed sites. The two bonds at a fixed site are mirror images of each other, so their contributions still cancel. Each step therefore goes through for a chain with site energies \(\varepsilon(1),\dots,\varepsilon(n)\) and couplings that may differ from bond to bond. The values \(\varepsilon(0)\) and \(\varepsilon(n+1)\), and the couplings to these two sites, have no effect on the odd orbitals, which have no amplitude there.
